# The exponential of a real multiple of a finite Hamiltonian in its energy eigenbasis

A Hamiltonian on a finite-dimensional state space is given as H = U diag(E) U†, with real energies E_i and a square complex matrix U satisfying UU† = 1, so that the columns of U are orthonormal eigenvectors. The lemma states that, for every real t, exp(tH) = U diag(exp(tE_i)) U†. The proof writes tH as a conjugate of a diagonal matrix, takes the exponential through the conjugation, and then through the diagonal. What remains is to show that the exponential of the function i ↦ tE_i is computed entry by entry, and this is the step `he`.

The failing Lean file:

```lean
import Mathlib

open Matrix

namespace ExpEigenbasis

noncomputable section

variable {ι : Type*} [Fintype ι] [DecidableEq ι]

/-- In an energy eigenbasis `U` of `H`, `exp(tH)` is diagonal with entries `exp(tE_i)`. -/
theorem exp_eigenbasis {H U : Matrix ι ι ℂ} {E : ι → ℝ} (hU : U * Uᴴ = 1)
    (hE : H = U * diagonal (fun i => (E i : ℂ)) * Uᴴ) (t : ℝ) :
    NormedSpace.exp ((t : ℂ) • H) =
      U * diagonal (fun i => ((Real.exp (t * E i) : ℝ) : ℂ)) * Uᴴ := by
  have hinv : U⁻¹ = Uᴴ := Matrix.inv_eq_right_inv hU
  have hu : IsUnit U := ⟨⟨U, Uᴴ, hU, mul_eq_one_comm.mp hU⟩, rfl⟩
  have hd : diagonal (fun i => ((t * E i : ℝ) : ℂ)) =
      (t : ℂ) • diagonal (fun i => (E i : ℂ)) := by
    ext i j
    by_cases h : i = j
    · subst h; simp
    · simp [h]
  have h1 : (t : ℂ) • H = U * diagonal (fun i => ((t * E i : ℝ) : ℂ)) * U⁻¹ := by
    rw [hd, hinv, hE, Matrix.mul_smul, Matrix.smul_mul]
  have he : NormedSpace.exp (fun i => ((t * E i : ℝ) : ℂ)) =
      fun i => ((Real.exp (t * E i) : ℝ) : ℂ) := by
    funext i
    rw [Pi.exp_apply, ← Complex.exp_eq_exp_ℂ, Complex.ofReal_exp]
  rw [h1, Matrix.exp_conj _ _ hu, Matrix.exp_diagonal, hinv, he]

end

end ExpEigenbasis
```

Messages:

```
Main.lean:29:8: error(lean.unknownIdentifier): Unknown identifier `Pi.exp_apply`
```

The change, after which it compiles:

```diff
@@ -27,5 +27,9 @@
       fun i => ((Real.exp (t * E i) : ℝ) : ℂ) := by
     funext i
-    rw [Pi.exp_apply, ← Complex.exp_eq_exp_ℂ, Complex.ofReal_exp]
+    -- evaluation at `i` is a continuous ring homomorphism
+    refine (NormedSpace.map_exp (Pi.evalRingHom (fun _ : ι => ℂ) i)
+      (continuous_apply i) _).trans ?_
+    change NormedSpace.exp ((t * E i : ℝ) : ℂ) = _
+    rw [← Complex.exp_eq_exp_ℂ, Complex.ofReal_exp]
   rw [h1, Matrix.exp_conj _ _ hu, Matrix.exp_diagonal, hinv, he]
 
```

Diagnosis. The message says that Lean knows no declaration called `Pi.exp_apply` in this file. The proof of `he` needed it to turn the exponential of a function, evaluated at `i`, into the exponential of the function's value at `i`. Without that lemma the first rewrite cannot be carried out.

The repair derives the same fact from `NormedSpace.map_exp`, by which a continuous ring homomorphism commutes with the exponential. The homomorphism here is evaluation at `i`, `Pi.evalRingHom`, and `continuous_apply i` supplies its continuity. `.trans ?_` then leaves the exponential of the evaluated function to be compared with the right-hand side, and `change` writes that evaluated argument plainly as `((t * E i : ℝ) : ℂ)`. The two remaining rewrites are the old ones, which pass to the complex exponential and match it with the real one. The added comment only explains the step.
